# For negative semidefinite $X_0$ and positive semidefinite $K$, the dielectric matrix $1-X_0K$ has only real eigenvalues of at least 1

A self-consistent-field calculation with linear mixing needs a mixing parameter $\alpha$, the fraction of the residual that is added to the input density in each cycle. Close to self-consistency, one cycle turns a small density error $e$ into

$$e \;\mapsto\; e-\alpha\,\varepsilon e,\qquad \varepsilon = 1-X_0K .$$

Here $X_0$ is the independent-particle response, which maps a change of potential to a change of density, and $K$ is the interaction kernel, which maps a change of density to a change of potential. A small positive $\alpha$ damps an eigenmode of $\varepsilon$ only if its eigenvalue has a positive real part. Since $\varepsilon$ is generally not Hermitian, even real eigenvalues need an argument.

## The eigenvalue bound and the range of $\alpha$

Let $X_0$ and $K$ be complex square matrices of the same size, with $-X_0$ and $K$ positive semidefinite. If $\varepsilon v=zv$ with $v\neq0$, then $z$ is real and $z\ge1$. Consequently $\varepsilon$ is invertible, and an error along $v$ tends to zero under repeated mixing exactly when

$$0<\alpha\quad\text{and}\quad \alpha z<2 .$$

For a ground state with a fixed number of electrons, the condition on $X_0$ says that a static perturbation never raises the energy of the independent particles at second order. At fixed chemical potential and temperature, the grand potential takes the place of the energy. The condition on $K$ says that no density change has negative interaction energy. The Coulomb repulsion of the Hartree term satisfies it; an added exchange-correlation kernel can violate it.

## Step sizes and linear solves in an SCF code

In the linearised, finite-basis model with both sign conditions, any positive $\alpha$ below $2/z_{\max}$ damps every eigenmode, where $z_{\max}$ is the largest eigenvalue of $\varepsilon$. A Newton-type density update solves a linear system with $\varepsilon$, and invertibility gives that system exactly one solution.

The bound also serves as a check on computed spectra. If the matrices meet both sign conditions, the exact $\varepsilon$ has no eigenvalue below 1 or off the real axis. When a computed eigenvalue violates this by more than numerical error can account for, either a sign condition fails or the calculation contains a mistake. The sign convention of $X_0$, the definiteness of $K$ and the assembly of $\varepsilon$ are then worth inspecting.

## From two quadratic forms to $z\ge1$

Writing out $\varepsilon v=zv$ gives $v-X_0Kv=zv$, and therefore

$$-X_0Kv=(z-1)v .$$

Multiply from the left by $(Kv)^\dagger$. Because $K$ is Hermitian, $(Kv)^\dagger v=v^\dagger Kv$, so

$$\underbrace{(Kv)^\dagger(-X_0)(Kv)}_{a}=(z-1)\,\underbrace{v^\dagger Kv}_{b}.$$

Both $a$ and $b$ are real and nonnegative. There are two cases.

- If $b\neq0$, then $z-1=a/b$ is real and nonnegative.
- If $b=0$, write $K=B^\dagger B$. Then $\lVert Bv\rVert^2=0$, so $Bv=0$ and $Kv=0$. The eigenvalue equation reduces to $v=zv$, and $z=1$ because $v\neq0$.

If $\varepsilon$ were singular, some $v\neq0$ would satisfy $\varepsilon v=0$. That would make $0$ an eigenvalue, in conflict with $z\ge1$.

For the mixing criterion, one step maps $v$ to $(1-\alpha z)v$, and $k$ steps map it to $(1-\alpha z)^kv$. Since $v$ has a nonzero component, this tends to zero exactly when $|1-\alpha z|<1$, that is, when $0<\alpha z<2$. As $z$ is positive, the left inequality is the same as $0<\alpha$.

A two-level example shows the numbers at work. The levels exchange electrons with a reservoir at fixed chemical potential and temperature, so their total occupation can change:

$$X_0=\begin{pmatrix}-1&0\\0&-4\end{pmatrix},\quad K=\begin{pmatrix}1&1\\1&1\end{pmatrix},\quad \varepsilon=\begin{pmatrix}2&1\\4&5\end{pmatrix}.$$

The normalised vector $(1,4)/\sqrt{17}$ is an eigenvector with $z=6$. For it, $b=25/17$ and $a=125/17=5b$, as the identity requires. Mixing damps this mode only for $0<\alpha<1/3$. With $\alpha=1/2$ the factor is $-2$, so the error doubles and changes sign in every cycle.

## An attractive kernel can make $\varepsilon$ singular

Take a single level, again in contact with such a reservoir, with $X_0=-1$ and $K=-1$. The response still has the right sign, but $K$ is no longer positive semidefinite, and

$$\varepsilon=1-(-1)(-1)=0 .$$

The matrix is not invertible, and linear mixing leaves the error unchanged for every $\alpha$.

## Lean source for the bound and the mixing criterion

The file defines the dielectric matrix and the mixing step, proves the results above, and ends with the two examples.

```lean
import Mathlib

open Matrix Filter Topology
open scoped ComplexOrder

namespace DielectricMixing

variable {n : Type*} [Fintype n] [DecidableEq n]

/-- The dielectric matrix `1 - X0 K` built from the independent-particle response `X0`
and the interaction kernel `K`. -/
def dielectric (X0 K : Matrix n n ℂ) : Matrix n n ℂ := 1 - X0 * K

/-- One step of linear mixing with parameter `α`, acting on a small density error `e`. -/
def mixStep (X0 K : Matrix n n ℂ) (α : ℝ) (e : n → ℂ) : n → ℂ :=
  e - (α : ℂ) • (dielectric X0 K *ᵥ e)

/-- If `a = w b` with `a` and `b` real and nonnegative and `b` nonzero, then `w` is real
and nonnegative. -/
theorem ratio_nonneg {a b w : ℂ} (ha : 0 ≤ a) (hb : 0 ≤ b) (hb0 : b ≠ 0)
    (h : a = w * b) : w.im = 0 ∧ 0 ≤ w.re := by
  obtain ⟨har, hai⟩ := Complex.nonneg_iff.mp ha
  obtain ⟨hbr, hbi⟩ := Complex.nonneg_iff.mp hb
  have hpos : 0 < b.re :=
    lt_of_le_of_ne hbr (fun h0 => hb0 (Complex.ext h0.symm hbi.symm))
  have hre : a.re = w.re * b.re := by
    rw [h, Complex.mul_re, ← hbi]; ring
  have him : a.im = w.im * b.re := by
    rw [h, Complex.mul_im, ← hbi]; ring
  refine ⟨(mul_eq_zero.mp (him.symm.trans hai.symm)).resolve_right hpos.ne', ?_⟩
  by_contra hn
  have := mul_neg_of_neg_of_pos (not_le.mp hn) hpos
  linarith

/-- If `K` is Hermitian and the dielectric matrix maps `v` to `z v`, then the quadratic form of
`-X0` at `K v` equals `z - 1` times the quadratic form of `K` at `v`. -/
theorem response_identity {X0 K : Matrix n n ℂ} (hK : K.IsHermitian) {z : ℂ} {v : n → ℂ}
    (h : dielectric X0 K *ᵥ v = z • v) :
    star (K *ᵥ v) ⬝ᵥ ((-X0) *ᵥ (K *ᵥ v)) = (z - 1) * (star v ⬝ᵥ (K *ᵥ v)) := by
  have h' : v - X0 *ᵥ (K *ᵥ v) = z • v := by
    rw [← h, dielectric, Matrix.sub_mulVec, Matrix.one_mulVec, Matrix.mulVec_mulVec]
  have h1 : (-X0) *ᵥ (K *ᵥ v) = (z - 1) • v := by
    rw [Matrix.neg_mulVec, sub_smul, one_smul, ← h']
    abel
  rw [h1, dotProduct_smul, smul_eq_mul, Matrix.star_mulVec, hK.eq,
    ← Matrix.dotProduct_mulVec]

/-- Every complex eigenvalue of the dielectric matrix is real and at least one, when `X0` is
negative semidefinite and `K` is positive semidefinite. -/
theorem eigenvalue_real_ge_one {X0 K : Matrix n n ℂ} (hX : (-X0).PosSemidef)
    (hK : K.PosSemidef) {z : ℂ} {v : n → ℂ} (hv : v ≠ 0)
    (h : dielectric X0 K *ᵥ v = z • v) : z.im = 0 ∧ 1 ≤ z.re := by
  by_cases hb : star v ⬝ᵥ (K *ᵥ v) = 0
  · -- a mode without interaction energy is not screened at all
    have hKv : K *ᵥ v = 0 := (hK.dotProduct_mulVec_zero_iff v).mp hb
    have h1 : v = z • v := by
      rw [← h, dielectric, Matrix.sub_mulVec, Matrix.one_mulVec, ← Matrix.mulVec_mulVec,
        hKv, Matrix.mulVec_zero, sub_zero]
    have h2 : (z - 1) • v = 0 := by
      rw [sub_smul, one_smul, ← h1, sub_self]
    have hz : z = 1 := sub_eq_zero.mp ((smul_eq_zero.mp h2).resolve_right hv)
    simp [hz]
  · -- otherwise `z - 1` is a quotient of two nonnegative numbers
    obtain ⟨h1, h2⟩ := ratio_nonneg (hX.dotProduct_mulVec_nonneg (K *ᵥ v))
      (hK.dotProduct_mulVec_nonneg v) hb (response_identity hK.isHermitian h)
    rw [Complex.sub_im, Complex.one_im, sub_zero] at h1
    rw [Complex.sub_re, Complex.one_re] at h2
    exact ⟨h1, by linarith⟩

/-- The dielectric matrix is invertible when `X0` is negative semidefinite and `K` is
positive semidefinite. -/
theorem dielectric_isUnit {X0 K : Matrix n n ℂ} (hX : (-X0).PosSemidef)
    (hK : K.PosSemidef) : IsUnit (dielectric X0 K) := by
  rw [Matrix.isUnit_iff_isUnit_det, isUnit_iff_ne_zero]
  intro hdet
  -- a singular matrix would have the eigenvalue zero
  obtain ⟨v, hv, h0⟩ := Matrix.exists_mulVec_eq_zero_iff.mpr hdet
  have h := (eigenvalue_real_ge_one hX hK (z := 0) hv (by rw [h0, zero_smul])).2
  rw [Complex.zero_re] at h
  linarith

/-- On an eigenmode with eigenvalue `z`, `k` steps of linear mixing multiply the error by
`(1 - α z) ^ k`. -/
theorem mixStep_iterate {X0 K : Matrix n n ℂ} {z : ℂ} {v : n → ℂ}
    (h : dielectric X0 K *ᵥ v = z • v) (α : ℝ) (k : ℕ) :
    (mixStep X0 K α)^[k] v = (1 - (α : ℂ) * z) ^ k • v := by
  induction k with
  | zero => simp
  | succ k ih =>
    rw [Function.iterate_succ_apply', ih, mixStep, Matrix.mulVec_smul, h, pow_succ]
    module

/-- When `X0` is negative semidefinite and `K` is positive semidefinite, the error along an
eigenmode with eigenvalue `z` tends to zero under repeated linear mixing exactly when the mixing
parameter `α` is positive and `α z` is below two. -/
theorem mixing_converges_iff {X0 K : Matrix n n ℂ} (hX : (-X0).PosSemidef)
    (hK : K.PosSemidef) {z : ℂ} {v : n → ℂ} (hv : v ≠ 0)
    (h : dielectric X0 K *ᵥ v = z • v) (α : ℝ) :
    Tendsto (fun k : ℕ => (mixStep X0 K α)^[k] v) atTop (𝓝 0) ↔
      0 < α ∧ α * z.re < 2 := by
  obtain ⟨him, hre⟩ := eigenvalue_real_ge_one hX hK hv h
  have hz : 1 - (α : ℂ) * z = ((1 - α * z.re : ℝ) : ℂ) := by
    apply Complex.ext <;> simp [him]
  have hfun : (fun k : ℕ => (mixStep X0 K α)^[k] v) =
      fun k : ℕ => ((1 - α * z.re : ℝ) : ℂ) ^ k • v := by
    funext k
    rw [mixStep_iterate h, hz]
  have hr : |1 - α * z.re| < 1 ↔ 0 < α ∧ α * z.re < 2 := by
    rw [abs_lt]
    constructor
    · rintro ⟨h1, h2⟩
      refine ⟨?_, by linarith⟩
      by_contra hn
      have := mul_nonpos_of_nonpos_of_nonneg (not_lt.mp hn) (by linarith : 0 ≤ z.re)
      linarith
    · rintro ⟨h1, h2⟩
      have := mul_pos h1 (by linarith : 0 < z.re)
      constructor <;> linarith
  rw [hfun, ← hr, ← tendsto_pow_atTop_nhds_zero_iff]
  generalize 1 - α * z.re = r
  constructor
  · intro ht
    -- read off the amplification factor from a nonzero component of the mode
    obtain ⟨i, hi⟩ := Function.ne_iff.mp hv
    have hi' : v i ≠ 0 := hi
    have h1 := (tendsto_pi_nhds.mp ht i).mul_const (v i)⁻¹
    have h2 : Tendsto (fun k : ℕ => (r : ℂ) ^ k) atTop (𝓝 0) := by
      simpa [hi', mul_assoc] using h1
    have h3 := (Complex.continuous_re.tendsto 0).comp h2
    simpa [Function.comp_def, ← Complex.ofReal_pow] using h3
  · intro ht
    have h1 : Tendsto (fun k : ℕ => ((r ^ k : ℝ) : ℂ)) atTop (𝓝 ((0 : ℝ) : ℂ)) :=
      (Complex.continuous_ofReal.tendsto 0).comp ht
    have h2 := h1.smul_const v
    simpa using h2

/-- An explicit two-level response and kernel that meet the sign conditions, with a
non-Hermitian dielectric matrix and an eigenvector of eigenvalue six. -/
theorem dielectric_witness :
    (-(!![-1, 0; 0, -4] : Matrix (Fin 2) (Fin 2) ℂ)).PosSemidef ∧
    (!![1, 1; 1, 1] : Matrix (Fin 2) (Fin 2) ℂ).PosSemidef ∧
    ¬ (dielectric !![-1, 0; 0, -4] !![1, 1; 1, 1] : Matrix (Fin 2) (Fin 2) ℂ).IsHermitian ∧
    dielectric !![-1, 0; 0, -4] !![1, 1; 1, 1] *ᵥ ![1, 4] = (6 : ℂ) • ![1, 4] := by
  have hε : dielectric !![-1, 0; 0, -4] !![1, 1; 1, 1] =
      (!![2, 1; 4, 5] : Matrix (Fin 2) (Fin 2) ℂ) := by
    ext i j
    fin_cases i <;> fin_cases j <;>
      norm_num [dielectric, Matrix.mul_apply, Fin.sum_univ_succ]
  refine ⟨?_, ?_, ?_, ?_⟩
  · have hB : -(!![-1, 0; 0, -4] : Matrix (Fin 2) (Fin 2) ℂ) =
        (!![1, 0; 0, 2] : Matrix (Fin 2) (Fin 2) ℂ)ᴴ * !![1, 0; 0, 2] := by
      have h2 : (starRingEnd ℂ) 2 = 2 := by
        apply Complex.ext <;> simp
      ext i j
      fin_cases i <;> fin_cases j <;> norm_num [Matrix.mul_apply, Fin.sum_univ_succ, h2]
    rw [hB]
    exact Matrix.posSemidef_conjTranspose_mul_self _
  · have hB : (!![1, 1; 1, 1] : Matrix (Fin 2) (Fin 2) ℂ) =
        (!![1, 1; 0, 0] : Matrix (Fin 2) (Fin 2) ℂ)ᴴ * !![1, 1; 0, 0] := by
      ext i j
      fin_cases i <;> fin_cases j <;> norm_num [Matrix.mul_apply, Fin.sum_univ_succ]
    rw [hB]
    exact Matrix.posSemidef_conjTranspose_mul_self _
  · rw [hε]
    intro hH
    have h01 := hH.apply 0 1
    norm_num at h01
  · rw [hε]
    ext i
    fin_cases i <;> norm_num [Matrix.mulVec, dotProduct, Fin.sum_univ_succ]

/-- With the attractive kernel `K = -1` and the response `X0 = -1` of a single level, `X0` is
negative semidefinite but the dielectric matrix is not invertible. -/
theorem attractive_kernel_singular :
    (-(-1 : Matrix (Fin 1) (Fin 1) ℂ)).PosSemidef ∧
    ¬ IsUnit (dielectric (-1 : Matrix (Fin 1) (Fin 1) ℂ) (-1)) := by
  constructor
  · rw [neg_neg]
    exact Matrix.PosSemidef.one
  · have h0 : dielectric (-1 : Matrix (Fin 1) (Fin 1) ℂ) (-1) = 0 := by
      rw [dielectric]
      noncomm_ring
    rw [h0]
    exact not_isUnit_zero

end DielectricMixing
```

```lean
#print axioms DielectricMixing.eigenvalue_real_ge_one
-- 'DielectricMixing.eigenvalue_real_ge_one' depends on axioms: [propext, Classical.choice, Quot.sound]
#print axioms DielectricMixing.dielectric_isUnit
-- 'DielectricMixing.dielectric_isUnit' depends on axioms: [propext, Classical.choice, Quot.sound]
#print axioms DielectricMixing.mixing_converges_iff
-- 'DielectricMixing.mixing_converges_iff' depends on axioms: [propext, Classical.choice, Quot.sound]
#print axioms DielectricMixing.attractive_kernel_singular
-- 'DielectricMixing.attractive_kernel_singular' depends on axioms: [propext, Classical.choice, Quot.sound]
```

## How the Lean statements express the physics

The finite type `n` labels the basis functions or grid points, and a density error is a function `n → ℂ`. The definition `dielectric X0 K` is $1-X_0K$, in that order of multiplication. The hypotheses `(-X0).PosSemidef` and `K.PosSemidef` include Hermiticity. An eigenvalue is a complex `z` with `dielectric X0 K *ᵥ v = z • v` and `v ≠ 0`, so its reality is a conclusion: `z.im = 0 ∧ 1 ≤ z.re`.

The expression `star v ⬝ᵥ (K *ᵥ v)` is $v^\dagger Kv$. With the order on ℂ used here, `0 ≤ a` means that `a` is real and nonnegative. `IsUnit` states invertibility, and `Tendsto … atTop (𝓝 0)` states that the error vector goes to zero as the number of cycles grows. The parameter `α` is any real number, so `mixing_converges_iff` also rules out zero and negative values.

## How the lemmas follow the derivation

`response_identity` is the equation $a=(z-1)b$. It first isolates $-X_0Kv$ and then moves $K$ across the scalar product; of the two matrix conditions, it needs only that $K$ is Hermitian. `ratio_nonneg` performs the division by $b$, comparing real and imaginary parts separately.

`eigenvalue_real_ge_one` splits on whether $b=0$ with `by_cases`. In the zero case, `dotProduct_mulVec_zero_iff` supplies the step from $v^\dagger Kv=0$ to $Kv=0$. In the other case, the two preceding lemmas finish the argument.

`dielectric_isUnit` assumes a vanishing determinant, obtains a nonzero null vector and applies the eigenvalue bound with `z := 0`. `mixStep_iterate` proves the factor $(1-\alpha z)^k$ by induction on the number of steps.

`mixing_converges_iff` replaces that factor by a real power and turns $|1-\alpha z|<1$ into the two inequalities. Mathlib's `tendsto_pow_atTop_nhds_zero_iff` links this condition to the decay of the powers. To pass from the vector to the number, the proof picks a component `v i` that is not zero and divides by it; the converse multiplies the decaying powers by `v`.

`dielectric_witness` checks the two-level example with the unnormalised vector $(1,4)$. It proves positive semidefiniteness by writing each matrix as $B^\dagger B$. `attractive_kernel_singular` computes $\varepsilon=0$ for the single level.

## Finite matrices, linear response and one mode at a time

The guarantee is for exact finite matrices that meet both sign conditions. These conditions are assumed, not derived from a Hamiltonian or a density functional, and a code that uses an approximate response or kernel has to establish them for its own matrices.

The mixing step is the linearised one. Convergence of the full nonlinear cycle from a given starting density is not covered. The criterion concerns an error along a single eigenvector, and the file does not show that the eigenvectors span the whole space.

There is also no upper bound on the eigenvalues, so the theorems supply no numerical value for $\alpha$ until $z_{\max}$ has been estimated. Invertibility, likewise, gives no bound on the condition number of $\varepsilon$, and rounding errors are not modelled.
